# Landé factors of one spin-1/2 electron: 4/3 and 2/3 in the p shell

Take a p electron with orbital momentum \(L\), spin \(S\) and total \(J_z=L_z+S_z=1/2\), in units of \(\hbar\). Only two states are involved, \(|m_l=1,\downarrow\rangle\) and \(|m_l=0,\uparrow\rangle\). In this basis the spin-orbit operator \(X=L\cdot S\), the spin and the orbital momentum are

\[
X=\begin{pmatrix}-1/2&1/\sqrt2\\1/\sqrt2&0\end{pmatrix},\quad
S_z=\begin{pmatrix}-1/2&0\\0&1/2\end{pmatrix},\quad
L_z=\begin{pmatrix}1&0\\0&0\end{pmatrix}.
\]

The eigenvalues of \(X\) are \(x=1/2\) and \(x=-1\), and multiplication gives \(XS_z+S_zX=L_z/2\). In a normalised eigenvector of \(X\) this relation reads \(2x\langle S_z\rangle=\langle L_z\rangle/2\). Together with \(\langle L_z\rangle+\langle S_z\rangle=1/2\) it yields \(\langle S_z\rangle=1/6\) for \(x=1/2\) and \(-1/6\) for \(x=-1\). The magnetic moment \(\langle L_z+2S_z\rangle\), in units of minus the Bohr magneton, is then \(2/3\) or \(1/3\), which is \(4/3\) or \(2/3\) times \(J_z\). These two ratios are the Landé factors.

The same argument works with operators for every orbital quantum number \(l\), without choosing a basis.

## Orbital momentum and spin as an algebra

The operators live in a complex algebra `A` with unit, which need not consist of matrices.

In Lean 4 with Mathlib:

```lean
import Mathlib

open Complex (I)
open scoped Kronecker

namespace LandeFactors

noncomputable section

variable {A : Type*} [Ring A] [Algebra ℂ A] {l : ℕ} {L S : Fin 3 → A}
```

The components \(x,y,z\) are numbered 0, 1, 2, with index addition modulo 3, and \(I\) is the imaginary unit. The assumptions are

\[
[L_i,L_{i+1}]=I L_{i+2},\quad \sum_i L_i^2=l(l+1),\quad S_i^2=\tfrac14,
\]
\[
S_iS_{i+1}=\tfrac I2S_{i+2}=-S_{i+1}S_i,\quad L_iS_j=S_jL_i .
\]

They describe a single electron with fixed \(l\), whose spin is an independent degree of freedom.

```lean
/-- Orbital angular momentum `L` of quantum number `l` together with an independent spin 1/2 `S`,
in units of ħ; the components x, y, z are numbered 0, 1, 2 cyclically. -/
structure OrbitalSpin (l : ℕ) (L S : Fin 3 → A) : Prop where
  L_comm : ∀ i, L i * L (i + 1) - L (i + 1) * L i = I • L (i + 2)
  L_sq : ∑ i, L i * L i = ((l : ℂ) * (l + 1)) • (1 : A)
  S_sq : ∀ i, S i * S i = (1 / 4 : ℂ) • (1 : A)
  S_cyc : ∀ i, S i * S (i + 1) = (I / 2) • S (i + 2)
  S_anti : ∀ i, S (i + 1) * S i = (-(I / 2)) • S (i + 2)
  comm : ∀ i j, L i * S j = S j * L i
```

The spin-orbit operator is \(X=\sum_i L_iS_i\), without a coupling constant.

```lean
/-- The spin-orbit operator `X = L · S`. -/
def spinOrbit (L S : Fin 3 → A) : A := ∑ i, L i * S i
```

The \(z\) component of the total angular momentum is \(J_z=L_2+S_2\).

```lean
/-- The z component of the total angular momentum, `Jz = Lz + Sz`. -/
def Jz (L S : Fin 3 → A) : A := L 2 + S 2
```

The moment is \(M=L_2+2S_2\). The factor 2 is the Dirac value of the electron's spin g-factor, without radiative corrections.

```lean
/-- The magnetic moment operator `Lz + 2 Sz`, in units of minus the Bohr magneton. -/
def moment (L S : Fin 3 → A) : A := L 2 + (2 : ℂ) • S 2
```

The first candidate projector is a shifted and scaled \(X\):

\[
P=\frac{2}{2l+1}\left(X+\frac{l+1}{2}\right).
\]

```lean
/-- The operator `P = (2/(2l+1)) (L · S + (l+1)/2)`. -/
def upper (l : ℕ) (L S : Fin 3 → A) : A :=
  (2 / (2 * (l : ℂ) + 1)) • (spinOrbit L S + (((l : ℂ) + 1) / 2) • (1 : A))
```

The second is its complement, \(Q=1-P\).

```lean
/-- The complementary operator `Q = 1 - P`. -/
def lower (l : ℕ) (L S : Fin 3 → A) : A := 1 - upper l L S
```

## A quadratic equation for the spin-orbit operator

If \([a,b]=I c\), then multiplying from the right by \(s\) gives \(a(bs)-b(as)=I cs\). This form suits products of orbital and spin operators.

```lean
/-- A commutator `[a, b] = i c` may be multiplied from the right by any operator `s`. -/
theorem commutator_mul (a b c s : A) (h : a * b - b * a = I • c) :
    a * (b * s) - b * (a * s) = I • (c * s) := by
  rw [← mul_assoc, ← mul_assoc, ← sub_mul, h, smul_mul_assoc]
```

The cyclic spin rules, written out for the three axes, give six products such as \(S_0S_1=\tfrac I2S_2\) and \(S_1S_0=-\tfrac I2S_2\).

```lean
/-- The products of two different components of a spin 1/2. -/
theorem spin_products (h : OrbitalSpin l L S) :
    S 0 * S 1 = (I / 2) • S 2 ∧ S 1 * S 2 = (I / 2) • S 0 ∧ S 2 * S 0 = (I / 2) • S 1 ∧
    S 1 * S 0 = (-(I / 2)) • S 2 ∧ S 2 * S 1 = (-(I / 2)) • S 0 ∧
    S 0 * S 2 = (-(I / 2)) • S 1 :=
  ⟨h.S_cyc 0, h.S_cyc 1, h.S_cyc 2, h.S_anti 0, h.S_anti 1, h.S_anti 2⟩
```

In \(X^2=\sum_{i,j}L_iL_jS_iS_j\) the diagonal terms add up to \(l(l+1)/4\). Each pair of different components contributes

\[
\tfrac I2[L_i,L_{i+1}]S_{i+2}=-\tfrac12L_{i+2}S_{i+2},
\]

so that \(X^2=l(l+1)/4-X/2\). In the proof, `simp only` moves the orbital operators to the left and reduces the spin products; `k0`, `k1` and `k2` are the three pair contributions, and `q` is the value of \(L^2\).

```lean
/-- For orbital quantum number `l` and spin 1/2, the spin-orbit operator satisfies
`X² = l(l+1)/4 - X/2`. -/
theorem spinOrbit_sq (h : OrbitalSpin l L S) :
    spinOrbit L S * spinOrbit L S =
      ((l : ℂ) * (l + 1) / 4) • (1 : A) - (1 / 2 : ℂ) • spinOrbit L S := by
  obtain ⟨h01, h12, h20, h10, h21, h02⟩ := spin_products h
  have c' : ∀ i j (a : A), S j * (L i * a) = L i * (S j * a) := fun i j a => by
    rw [← mul_assoc, ← h.comm, mul_assoc]
  -- the antisymmetric part of the spin products meets the orbital commutators
  have k : ∀ a b c s : A, a * b - b * a = I • c →
      (I / 2) • (a * (b * s)) - (I / 2) • (b * (a * s)) = (-(1 / 2) : ℂ) • (c * s) := by
    intro a b c s e
    have hI : I / 2 * I = -(1 / 2) := by linear_combination (1 / 2) * Complex.I_mul_I
    rw [← smul_sub, commutator_mul a b c s e, smul_smul, hI]
  have k0 := k (L 0) (L 1) (L 2) (S 2) (h.L_comm 0)
  have k1 := k (L 1) (L 2) (L 0) (S 0) (h.L_comm 1)
  have k2 := k (L 2) (L 0) (L 1) (S 1) (h.L_comm 2)
  have q := h.L_sq
  rw [Fin.sum_univ_three] at q
  simp only [spinOrbit, Fin.sum_univ_three, mul_add, add_mul, mul_assoc, c', h.S_sq,
    h01, h12, h20, h10, h21, h02, mul_smul_comm, mul_one]
  linear_combination (norm := module) (1 / 4 : ℂ) • q + k0 + k1 + k2
```

## Anticommutator with the spin, commutator with Jz

Different spin components anticommute, so only the \(z\) term of \(X\) survives:

\[
XS_2+S_2X=\sum_iL_i(S_iS_2+S_2S_i)=\tfrac12L_2 .
\]

```lean
/-- For spin 1/2, the anticommutator of `L · S` with `Sz` is `Lz / 2`. -/
theorem spinOrbit_anticomm (h : OrbitalSpin l L S) :
    spinOrbit L S * S 2 + S 2 * spinOrbit L S = (1 / 2 : ℂ) • L 2 := by
  obtain ⟨h01, h12, h20, h10, h21, h02⟩ := spin_products h
  have c' : ∀ i j (a : A), S j * (L i * a) = L i * (S j * a) := fun i j a => by
    rw [← mul_assoc, ← h.comm, mul_assoc]
  simp only [spinOrbit, Fin.sum_univ_three, mul_add, add_mul, mul_assoc, c', h.S_sq,
    h12, h20, h21, h02, mul_smul_comm, mul_one]
  module
```

Orbital and spin momentum need not be conserved separately by \(X\), but their changes cancel:

\[
[X,L_2]=I(L_0S_1-L_1S_0)=-[X,S_2].
\]

Hence \(XJ_z=J_zX\). The two orbital commutators needed are `k1` and `k2`.

```lean
/-- The spin-orbit operator conserves `Jz`. -/
theorem spinOrbit_comm_Jz (h : OrbitalSpin l L S) :
    spinOrbit L S * Jz L S = Jz L S * spinOrbit L S := by
  obtain ⟨h01, h12, h20, h10, h21, h02⟩ := spin_products h
  have c : ∀ i j, S j * L i = L i * S j := fun i j => (h.comm i j).symm
  have c' : ∀ i j (a : A), S j * (L i * a) = L i * (S j * a) := fun i j a => by
    rw [← mul_assoc, ← h.comm, mul_assoc]
  have k1 := commutator_mul (L 1) (L 2) (L 0) (S 1) (h.L_comm 1)
  have k2 := commutator_mul (L 2) (L 0) (L 1) (S 0) (h.L_comm 2)
  simp only [spinOrbit, Jz, Fin.sum_univ_three, mul_add, add_mul, mul_assoc, c, c', h.S_sq,
    h12, h20, h21, h02, mul_smul_comm, mul_one]
  linear_combination (norm := module) k1 + (-1 : ℂ) • k2
```

## The moment inside one level

Let \(R^2=R\), let \(R\) commute with \(J_z\), and let \(XR=RX=xR\). Placing the anticommutator between two factors \(R\) gives

\[
2x\,RS_2R=\tfrac12RL_2R,\qquad\text{so}\qquad RL_2R=4x\,RS_2R .
\]

Since \(J_zR=RJ_zR\), it follows that

\[
J_zR=(4x+1)RS_2R,\qquad RMR=(4x+2)RS_2R,
\]

and therefore \((4x+1)RMR=(4x+2)J_zR\). The sandwiched relation is `e1`, and the splitting of \(J_zR\) is `e2`.

```lean
/-- For spin 1/2: if a projector `R` commutes with `Jz` and `L · S` has the value `x` on it, then
the projected moment obeys `(4x+1) R (Lz + 2 Sz) R = (4x+2) Jz R`. -/
theorem projected_moment (h : OrbitalSpin l L S) {R : A} {x : ℂ} (hR : R * R = R)
    (hl : spinOrbit L S * R = x • R) (hr : R * spinOrbit L S = x • R)
    (hJ : Jz L S * R = R * Jz L S) :
    (4 * x + 1) • (R * moment L S * R) = (4 * x + 2) • (Jz L S * R) := by
  -- sandwich the anticommutator between two projectors
  have e1 : (2 * x) • (R * S 2 * R) = (1 / 2 : ℂ) • (R * L 2 * R) := by
    calc (2 * x) • (R * S 2 * R)
        = R * spinOrbit L S * S 2 * R + R * S 2 * (spinOrbit L S * R) := by
          rw [hl, hr]
          simp only [smul_mul_assoc, mul_smul_comm]
          module
      _ = R * (spinOrbit L S * S 2 + S 2 * spinOrbit L S) * R := by
          simp only [mul_add, add_mul, mul_assoc]
      _ = (1 / 2 : ℂ) • (R * L 2 * R) := by
          rw [spinOrbit_anticomm h, mul_smul_comm, smul_mul_assoc]
  have e2 : Jz L S * R = R * L 2 * R + R * S 2 * R := by
    calc Jz L S * R = Jz L S * R * R := by rw [mul_assoc, hR]
      _ = R * Jz L S * R := by rw [hJ]
      _ = R * L 2 * R + R * S 2 * R := by simp only [Jz, mul_add, add_mul]
  rw [e2]
  simp only [moment, mul_add, add_mul, mul_smul_comm, smul_mul_assoc]
  linear_combination (norm := module) (2 : ℂ) • e1
```

## Both factors for every l

From the formula for \(X^2\),

\[
XP=\frac{2}{2l+1}\left(\frac{l(l+1)}4+\frac l2X\right)=\frac l2P .
\]

Then \(P^2=\frac{2}{2l+1}\left(\frac l2+\frac{l+1}2\right)P=P\), and \(Q^2=1-2P+P^2=Q\). Solving the definition of \(P\) for \(X\) gives

\[
XQ=X-\tfrac l2P=\tfrac{l+1}2(P-1)=-\tfrac{l+1}2Q .
\]

Both projectors commute with \(J_z\), because \(X\) does. Inserting \(x=l/2\) and \(x=-(l+1)/2\) in the previous result, and dividing by \(4x+1=\pm(2l+1)\), gives

\[
PMP=\frac{2l+2}{2l+1}J_zP,\qquad QMQ=\frac{2l}{2l+1}J_zQ .
\]

In the proof, `hl` and `hl'` are the values of \(X\) on the two projectors, and `solve` is the division.

```lean
/-- Landé factors for spin 1/2 and any `l`: `P` and `Q` are projectors, and the projected moments
`P (Lz + 2 Sz) P` and `Q (Lz + 2 Sz) Q` are `(2l+2)/(2l+1)` times `Jz P` and `2l/(2l+1)` times
`Jz Q`. -/
theorem lande (h : OrbitalSpin l L S) :
    upper l L S * upper l L S = upper l L S ∧ lower l L S * lower l L S = lower l L S ∧
    upper l L S * moment L S * upper l L S =
      ((2 * (l : ℂ) + 2) / (2 * l + 1)) • (Jz L S * upper l L S) ∧
    lower l L S * moment L S * lower l L S =
      ((2 * (l : ℂ)) / (2 * l + 1)) • (Jz L S * lower l L S) := by
  have hne : 2 * (l : ℂ) + 1 ≠ 0 := by exact_mod_cast (by omega : 2 * l + 1 ≠ 0)
  -- the value of `L · S` on each projector
  have hl : spinOrbit L S * upper l L S = ((l : ℂ) / 2) • upper l L S := by
    simp only [upper, mul_smul_comm, mul_add, mul_one, spinOrbit_sq h]
    module
  have hr : upper l L S * spinOrbit L S = ((l : ℂ) / 2) • upper l L S := by
    simp only [upper, smul_mul_assoc, add_mul, one_mul, spinOrbit_sq h]
    module
  have hP : ((2 * (l : ℂ) + 1) / 2) • upper l L S =
      spinOrbit L S + (((l : ℂ) + 1) / 2) • (1 : A) := by
    have hc : (2 * (l : ℂ) + 1) / 2 * (2 / (2 * (l : ℂ) + 1)) = 1 := by field_simp
    rw [upper, smul_smul, hc, one_smul]
  have hJ : Jz L S * upper l L S = upper l L S * Jz L S := by
    simp only [upper, mul_smul_comm, smul_mul_assoc, mul_add, add_mul, mul_one, one_mul,
      spinOrbit_comm_Jz h]
  have hPP : upper l L S * upper l L S = upper l L S := by
    have key : ∀ Y : A, upper l L S * Y = (2 / (2 * (l : ℂ) + 1)) •
        (spinOrbit L S * Y + (((l : ℂ) + 1) / 2) • Y) := fun Y => by
      simp only [upper, smul_mul_assoc, add_mul, one_mul]
    have hc : 2 / (2 * (l : ℂ) + 1) * ((l : ℂ) / 2 + ((l : ℂ) + 1) / 2) = 1 := by
      rw [div_mul_eq_mul_div, div_eq_one_iff_eq hne]
      ring
    rw [key, hl, ← add_smul, smul_smul, hc, one_smul]
  have hQQ : lower l L S * lower l L S = lower l L S := by
    simp only [lower, mul_sub, sub_mul, mul_one, one_mul, hPP]
    abel
  have hl' : spinOrbit L S * lower l L S = (-((l : ℂ) + 1) / 2) • lower l L S := by
    rw [lower, mul_sub, mul_one, hl]
    linear_combination (norm := module) (-1 : ℂ) • hP
  have hr' : lower l L S * spinOrbit L S = (-((l : ℂ) + 1) / 2) • lower l L S := by
    rw [lower, sub_mul, one_mul, hr]
    linear_combination (norm := module) (-1 : ℂ) • hP
  have hJ' : Jz L S * lower l L S = lower l L S * Jz L S := by
    rw [lower, mul_sub, sub_mul, hJ, mul_one, one_mul]
  have solve : ∀ (a b : ℂ) (Y Z : A), a ≠ 0 → a • Y = b • Z → Y = (b / a) • Z := by
    intro a b Y Z ha e
    rw [div_eq_inv_mul, mul_smul, ← e, smul_smul, inv_mul_cancel₀ ha, one_smul]
  refine ⟨hPP, hQQ, solve _ _ _ _ hne ?_, solve _ _ _ _ hne ?_⟩
  · linear_combination (norm := module) projected_moment h hPP hl hr hJ
  · linear_combination (norm := module) (-1 : ℂ) • projected_moment h hQQ hl' hr' hJ'
```

"Projector" here means \(P^2=P\), since the algebra carries no adjoint. For an s electron, with \(l=0\) and \(L=0\), one has \(P=1\) and \(Q=0\), and the first factor is the pure spin value 2. The identity \(J^2=L^2+S^2+2X\) matches \(P\) with \(j=l+1/2\) and, for \(l\ge1\), \(Q\) with \(j=l-1/2\), labels that the code does not use.

Landé's formula for a many-electron term with larger total spin needs a different argument, because the anticommutation used above is special to spin 1/2.

## The p shell as 6×6 matrices

For \(l=1\), the real orbitals \(p_x,p_y,p_z\) give the matrix elements \((L_i)_{ab}=-I\varepsilon_{iab}\), where \(\varepsilon\) is the antisymmetric symbol with \(\varepsilon_{012}=1\).

```lean
/-- The orbital angular momentum matrices for `l = 1` in the basis of real p orbitals. -/
def orbital : Fin 3 → Matrix (Fin 3) (Fin 3) ℂ :=
  ![!![0, 0, 0; 0, 0, -I; 0, I, 0], !![0, 0, I; 0, 0, 0; -I, 0, 0],
    !![0, -I, 0; I, 0, 0; 0, 0, 0]]
```

The spin matrices are \(S_i=\sigma_i/2\), with \(\sigma_i\) the Pauli matrices.

```lean
/-- The spin-1/2 matrices, half the Pauli matrices. -/
def spinHalf : Fin 3 → Matrix (Fin 2) (Fin 2) ℂ :=
  ![!![0, 1 / 2; 1 / 2, 0], !![0, -I / 2; I / 2, 0], !![1 / 2, 0; 0, -1 / 2]]
```

On the six spin-orbitals, labelled by an orbital and a spin index, the orbital operators are \(L_i\otimes1\).

```lean
/-- The orbital matrices acting on the six p spin-orbitals. -/
def pL (i : Fin 3) : Matrix (Fin 3 × Fin 2) (Fin 3 × Fin 2) ℂ := orbital i ⊗ₖ 1
```

The spin operators are \(1\otimes S_i\).

```lean
/-- The spin matrices acting on the six p spin-orbitals. -/
def pS (i : Fin 3) : Matrix (Fin 3 × Fin 2) (Fin 3 × Fin 2) ℂ := 1 ⊗ₖ spinHalf i
```

Because \((a\otimes b)(a'\otimes b')=aa'\otimes bb'\), the assumed relations reduce to products of 3×3 or 2×2 matrices. These are compared entry by entry, and the two kinds of operator commute.

```lean
/-- The 6x6 matrices of the p shell satisfy the relations for `l = 1` and spin 1/2. -/
theorem orbitalSpin_witness : OrbitalSpin 1 pL pS where
  L_comm i := by
    have e : orbital i * orbital (i + 1) - orbital (i + 1) * orbital i
        = I • orbital (i + 2) := by
      fin_cases i <;> ext a b <;> fin_cases a <;> fin_cases b <;>
        simp [orbital]
    simp only [pL, ← Matrix.mul_kronecker_mul, one_mul]
    rw [sub_eq_iff_eq_add.mp e, Matrix.add_kronecker, Matrix.smul_kronecker,
      add_sub_cancel_right]
  L_sq := by
    have e : orbital 0 * orbital 0 + orbital 1 * orbital 1 + orbital 2 * orbital 2
        = (2 : ℂ) • (1 : Matrix (Fin 3) (Fin 3) ℂ) := by
      ext a b
      fin_cases a <;> fin_cases b <;>
        simp [orbital] <;> norm_num
    have hc : ((1 : ℕ) : ℂ) * (((1 : ℕ) : ℂ) + 1) = 2 := by norm_num
    simp only [Fin.sum_univ_three, pL, ← Matrix.mul_kronecker_mul, one_mul]
    rw [← Matrix.add_kronecker, ← Matrix.add_kronecker, e, Matrix.smul_kronecker,
      Matrix.one_kronecker_one, hc]
  S_sq i := by
    have e : spinHalf i * spinHalf i = (1 / 4 : ℂ) • (1 : Matrix (Fin 2) (Fin 2) ℂ) := by
      fin_cases i <;> ext a b <;> fin_cases a <;> fin_cases b <;>
        simp [spinHalf, Matrix.mul_apply, Fin.sum_univ_succ, Complex.ext_iff] <;> norm_num
    simp only [pS, ← Matrix.mul_kronecker_mul, one_mul]
    rw [e, Matrix.kronecker_smul, Matrix.one_kronecker_one]
  S_cyc i := by
    have e : spinHalf i * spinHalf (i + 1) = (I / 2) • spinHalf (i + 2) := by
      fin_cases i <;> ext a b <;> fin_cases a <;> fin_cases b <;>
        simp [spinHalf, Matrix.mul_apply, Fin.sum_univ_succ, Complex.ext_iff] <;> norm_num
    simp only [pS, ← Matrix.mul_kronecker_mul, one_mul]
    rw [e, Matrix.kronecker_smul]
  S_anti i := by
    have e : spinHalf (i + 1) * spinHalf i = (-(I / 2)) • spinHalf (i + 2) := by
      fin_cases i <;> ext a b <;> fin_cases a <;> fin_cases b <;>
        simp [spinHalf, Matrix.mul_apply, Fin.sum_univ_succ, Complex.ext_iff] <;> norm_num
    simp only [pS, ← Matrix.mul_kronecker_mul, one_mul]
    rw [e, Matrix.kronecker_smul]
  comm i j := by
    simp only [pL, pS, ← Matrix.mul_kronecker_mul, one_mul, mul_one]
```

With \(l=1\) the projector is \(P=\tfrac23(X+1)\), and the factors become \(4/3\) and \(2/3\). The trace of a Kronecker product is the product of the traces, and each \(S_i\) is traceless, so \(\operatorname{tr}X=0\). Hence

\[
\operatorname{tr}P=\tfrac23\cdot6=4,\qquad \operatorname{tr}Q=6-4=2 .
\]

The theorem takes any matrices `P` and `Q` given by these formulas, and obtains the projector and moment identities from `lande`.

```lean
/-- For the p shell with spin 1/2, `P = (2/3)(L · S + 1)` and `Q = 1 - P` are projectors of trace 4
and 2, and the projected moments `P (Lz + 2 Sz) P` and `Q (Lz + 2 Sz) Q` are `4/3` times `Jz P` and
`2/3` times `Jz Q`. -/
theorem lande_p_shell (P Q : Matrix (Fin 3 × Fin 2) (Fin 3 × Fin 2) ℂ)
    (hP : P = (2 / 3 : ℂ) • (spinOrbit pL pS + 1)) (hQ : Q = 1 - P) :
    P * P = P ∧ Q * Q = Q ∧ P.trace = 4 ∧ Q.trace = 2 ∧
    P * moment pL pS * P = (4 / 3 : ℂ) • (Jz pL pS * P) ∧
    Q * moment pL pS * Q = (2 / 3 : ℂ) • (Jz pL pS * Q) := by
  have hu : upper 1 pL pS = P := by
    have h1 : 2 / (2 * ((1 : ℕ) : ℂ) + 1) = 2 / 3 := by norm_num
    have h2 : (((1 : ℕ) : ℂ) + 1) / 2 = 1 := by norm_num
    rw [upper, h1, h2, one_smul, hP]
  have hw : lower 1 pL pS = Q := by rw [lower, hu, hQ]
  -- the spin matrices are traceless, hence so is `L · S`
  have hs : ∀ i, (spinHalf i).trace = 0 := by
    intro i
    fin_cases i <;> simp [spinHalf, Matrix.trace_fin_two]
    norm_num
  have hX : (spinOrbit pL pS).trace = 0 := by
    simp only [spinOrbit, pL, pS, ← Matrix.mul_kronecker_mul, one_mul, mul_one,
      Matrix.trace_sum, Matrix.trace_kronecker, hs, mul_zero, Finset.sum_const_zero]
  have h6 : (1 : Matrix (Fin 3 × Fin 2) (Fin 3 × Fin 2) ℂ).trace = 6 := by
    rw [Matrix.trace_one, Fintype.card_prod, Fintype.card_fin, Fintype.card_fin]
    norm_num
  have tP : P.trace = 4 := by
    rw [hP, Matrix.trace_smul, Matrix.trace_add, hX, h6, smul_eq_mul]
    norm_num
  have tQ : Q.trace = 2 := by
    rw [hQ, Matrix.trace_sub, h6, tP]
    norm_num
  obtain ⟨a, b, c, d⟩ := lande orbitalSpin_witness
  rw [hu] at a c
  rw [hw] at b d
  have g1 : (2 * ((1 : ℕ) : ℂ) + 2) / (2 * ((1 : ℕ) : ℂ) + 1) = 4 / 3 := by norm_num
  have g2 : (2 * ((1 : ℕ) : ℂ)) / (2 * ((1 : ℕ) : ℂ) + 1) = 2 / 3 := by norm_num
  rw [g1] at c
  rw [g2] at d
  exact ⟨a, b, tP, tQ, c, d⟩

end

end LandeFactors
```

For one electron in a p shell split by spin-orbit coupling, these factors give the first-order Zeeman splitting in a field that is weak compared with the spin-orbit splitting. The blocks \(PMQ\) and \(QMP\), which mix the two levels in stronger fields, are not treated.

```lean
#print axioms LandeFactors.lande_p_shell
```

```
'LandeFactors.lande_p_shell' depends on axioms: [propext, Classical.choice, Quot.sound]
```
